# A sufficient angular cutoff for a plane wave in a muffin-tin sphere grows linearly with radius times wavevector

Let $K$ be a wavevector, $r$ a position measured from the centre of a sphere of radius $R$, and $t\in[-1,1]$ the cosine of the angle between them. On the surface the plane wave is $e^{ixt}$ with $x=\|K\|R$, a dimensionless real number. The natural number $L$ is the angular cutoff.

```lean
import Mathlib

open Complex (I)

namespace LAPWAngularCutoff

noncomputable section
```

Write $T_n(y)$ for `phaseTaylor n y`, the first $n$ terms of the series of $e^{iy}$, so that $T_0=0$ and, for $n\ge1$, the highest power in $T_n$ is $n-1$:

$$T_n(y)=\sum_{k=0}^{n-1}\frac{(iy)^k}{k!}.$$

```lean
/-- The first `n` terms of the Taylor series of the phase `exp (i y)`. -/
def phaseTaylor (n : ℕ) (y : ℝ) : ℂ :=
  ∑ k ∈ Finset.range n, (I * (y : ℂ)) ^ k / (k.factorial : ℂ)
```

Write $P_{x,L}$ for `phasePoly x L`, a polynomial in $t$ with complex coefficients:

$$P_{x,L}(t)=\sum_{k=0}^{L}\frac{(ix)^k}{k!}\,t^k.$$

```lean
/-- The Taylor polynomial of degree at most `L`, in the variable `t`, of the phase
`exp (i x t)`. -/
def phasePoly (x : ℝ) (L : ℕ) : Polynomial ℂ :=
  ∑ k ∈ Finset.range (L + 1),
    Polynomial.C ((I * (x : ℂ)) ^ k / (k.factorial : ℂ)) * Polynomial.X ^ k
```

## (a) Differentiating the truncated series

Show that, for real $y$,
$$T_{n+1}'(y)=i\,T_n(y).$$

**Solution.** The constant term drops out. For $k\ge1$ the derivative of $(iy)^k/k!$ is $i(iy)^{k-1}/(k-1)!$. Summing over $k=1,\dots,n$ and setting $j=k-1$ gives $i\,T_n(y)$.

Lean does this by induction, splitting off the last term; `hd` is the one-term derivative.

```lean
/-- Differentiating a truncated phase series gives `i` times the series with one term fewer. -/
theorem hasDerivAt_phaseTaylor (n : ℕ) (y : ℝ) :
    HasDerivAt (phaseTaylor (n + 1)) (I * phaseTaylor n y) y := by
  induction n with
  | zero =>
    have h : phaseTaylor (0 + 1) = fun _ => (1 : ℂ) := by
      funext s
      simp [phaseTaylor]
    rw [h]
    simpa [phaseTaylor] using hasDerivAt_const y (1 : ℂ)
  | succ n ih =>
    have h : phaseTaylor (n + 1 + 1) = fun s : ℝ =>
        phaseTaylor (n + 1) s + (I * (s : ℂ)) ^ (n + 1) / ((n + 1).factorial : ℂ) := by
      funext s
      exact Finset.sum_range_succ _ _
    have hlin : HasDerivAt (fun s : ℝ => I * (s : ℂ)) I y := by
      simpa using (hasDerivAt_id y).ofReal_comp.const_mul I
    have hterm := (hlin.fun_pow (n + 1)).div_const ((n + 1).factorial : ℂ)
    have hs : phaseTaylor (n + 1) y
        = phaseTaylor n y + (I * (y : ℂ)) ^ n / (n.factorial : ℂ) :=
      Finset.sum_range_succ _ _
    have hd : ((n + 1 : ℕ) : ℂ) * (I * (y : ℂ)) ^ (n + 1 - 1) * I / ((n + 1).factorial : ℂ)
        = I * ((I * (y : ℂ)) ^ n / (n.factorial : ℂ)) := by
      have h1 : (n.factorial : ℂ) ≠ 0 := by exact_mod_cast n.factorial_ne_zero
      have h2 : (n : ℂ) + 1 ≠ 0 := by exact_mod_cast n.succ_ne_zero
      rw [Nat.factorial_succ, Nat.add_sub_cancel]
      push_cast
      field_simp
    rw [h]
    refine (ih.fun_add hterm).congr_deriv ?_
    rw [hd, hs]
    ring
```

## (b) The remainder for a real phase

Show that
$$|e^{iy}-T_n(y)|\le\frac{|y|^n}{n!}.$$

**Solution.** Let $E_n(y)=e^{iy}-T_n(y)$ and take $y=s\ge0$ first. For $n=0$, $|E_0(s)|=|e^{is}|=1$. If the bound holds for $m$, then $E_{m+1}(0)=0$ and, by (a), $E_{m+1}'=iE_m$, so
$$|E_{m+1}(s)|\le\int_0^s|E_m(u)|\,du\le\int_0^s\frac{u^m}{m!}\,du=\frac{s^{m+1}}{(m+1)!}.$$
For $y<0$, use $\overline{E_n(y)}=E_n(-y)$.

In Lean the integral is replaced by `image_norm_le_of_norm_deriv_right_le_deriv_boundary`. This mean value inequality says that if $\|f(a)\|\le B(a)$ and $\|f'\|\le B'$ on $[a,b)$, then $\|f\|\le B$ on $[a,b]$, given continuity and right derivatives for $f$. It suits complex-valued $f$, for which the mean value theorem with equality can fail. Here $f=E_{m+1}$ and $B(u)=u^{m+1}/(m+1)!$; `hder` and `hB` supply the derivatives, and the induction hypothesis compares them.

```lean
/-- For a real phase `y`, the error of the `n`-term Taylor sum of `exp (i y)` is at most
`|y| ^ n / n!`. -/
theorem phase_remainder_le (n : ℕ) (y : ℝ) :
    ‖Complex.exp (I * (y : ℂ)) - phaseTaylor n y‖ ≤ |y| ^ n / (n.factorial : ℝ) := by
  -- nonnegative phases, by induction and the mean value inequality
  have key : ∀ m : ℕ, ∀ s : ℝ, 0 ≤ s →
      ‖Complex.exp (I * (s : ℂ)) - phaseTaylor m s‖ ≤ s ^ m / (m.factorial : ℝ) := by
    intro m
    induction m with
    | zero =>
      intro s _
      simp [phaseTaylor, Complex.norm_exp]
    | succ m ih =>
      intro s hs
      have hder : ∀ u : ℝ, HasDerivAt
          (fun v : ℝ => Complex.exp (I * (v : ℂ)) - phaseTaylor (m + 1) v)
          (I * (Complex.exp (I * (u : ℂ)) - phaseTaylor m u)) u := by
        intro u
        have hlin : HasDerivAt (fun v : ℝ => I * (v : ℂ)) I u := by
          simpa using (hasDerivAt_id u).ofReal_comp.const_mul I
        refine (hlin.cexp.fun_sub (hasDerivAt_phaseTaylor m u)).congr_deriv ?_
        ring
      have hB : ∀ u : ℝ, HasDerivAt (fun v : ℝ => v ^ (m + 1) / ((m + 1).factorial : ℝ))
          (u ^ m / (m.factorial : ℝ)) u := by
        intro u
        refine ((hasDerivAt_pow (m + 1) u).div_const _).congr_deriv ?_
        have h1 : (m.factorial : ℝ) ≠ 0 := by exact_mod_cast m.factorial_ne_zero
        have h2 : (m : ℝ) + 1 ≠ 0 := by positivity
        rw [Nat.factorial_succ, Nat.add_sub_cancel]
        push_cast
        field_simp
      refine image_norm_le_of_norm_deriv_right_le_deriv_boundary (a := 0) (b := s)
        (fun u _ => (hder u).continuousAt.continuousWithinAt)
        (fun u _ => (hder u).hasDerivWithinAt) ?_ hB ?_ ⟨hs, le_rfl⟩
      · simp [phaseTaylor, Finset.sum_range_succ']
      · intro u hu
        rw [norm_mul, Complex.norm_I, one_mul]
        exact ih u hu.1
  rcases le_total 0 y with hy | hy
  · rw [abs_of_nonneg hy]
    exact key n y hy
  · -- complex conjugation reverses the sign of the phase
    have hconj : (starRingEnd ℂ) (Complex.exp (I * (y : ℂ)) - phaseTaylor n y)
        = Complex.exp (I * ((-y : ℝ) : ℂ)) - phaseTaylor n (-y) := by
      rw [map_sub, ← Complex.exp_conj]
      simp [phaseTaylor, map_sum]
    rw [abs_of_nonpos hy, ← Complex.norm_conj, hconj]
    exact key n (-y) (by linarith)
```

## (c) From the series to a polynomial in the cosine

Show that
$$\deg P_{x,L}\le L,\qquad P_{x,L}(t)=T_{L+1}(xt).$$

**Solution.** No power of $t$ above $L$ occurs, and $(ix)^kt^k=(ixt)^k$ term by term. Lean expresses the degree bound through `natDegree`.

```lean
/-- The phase polynomial has degree at most `L`, and its value at `t` is the Taylor sum of the
phase `x t` through order `L`. -/
theorem phasePoly_spec (x : ℝ) (L : ℕ) :
    (phasePoly x L).natDegree ≤ L ∧
      ∀ t : ℝ, (phasePoly x L).eval (t : ℂ) = phaseTaylor (L + 1) (x * t) := by
  constructor
  · refine Polynomial.natDegree_sum_le_of_forall_le _ _ ?_
    intro k hk
    have hk' := Finset.mem_range.mp hk
    exact (Polynomial.natDegree_C_mul_X_pow_le _ _).trans (by omega)
  · intro t
    simp only [phasePoly, phaseTaylor, Polynomial.eval_finsetSum, Polynomial.eval_mul,
      Polynomial.eval_C, Polynomial.eval_pow, Polynomial.eval_X]
    refine Finset.sum_congr rfl fun k _ => ?_
    push_cast
    ring
```

## (d) Uniform error over all angles

For $x\ge0$, find a complex polynomial $p$ of degree at most $L$ with
$$|e^{ixt}-p(t)|\le\frac{x^{L+1}}{(L+1)!}\qquad\text{for all }t\in[-1,1].$$

**Solution.** Take $p=P_{x,L}$. By (b) and (c) the error is at most $|xt|^{L+1}/(L+1)!$, and $|xt|\le x$.

```lean
/-- For `x ≥ 0`, some polynomial of degree at most `L` in `t` reproduces the plane-wave phase
`exp (i x t)` on `[-1, 1]` with error at most `x ^ (L + 1) / (L + 1)!`. -/
theorem angular_approximation (x : ℝ) (hx : 0 ≤ x) (L : ℕ) :
    ∃ p : Polynomial ℂ, p.natDegree ≤ L ∧ ∀ t ∈ Set.Icc (-1 : ℝ) 1,
      ‖Complex.exp (I * ((x * t : ℝ) : ℂ)) - p.eval (t : ℂ)‖
        ≤ x ^ (L + 1) / ((L + 1).factorial : ℝ) := by
  refine ⟨phasePoly x L, (phasePoly_spec x L).1, fun t ht => ?_⟩
  rw [(phasePoly_spec x L).2 t]
  refine (phase_remainder_le (L + 1) (x * t)).trans ?_
  have hxt : |x * t| ≤ x := by
    rw [abs_mul, abs_of_nonneg hx]
    exact mul_le_of_le_one_right hx (abs_le.mpr ht)
  gcongr
```

## (e) When the factorial wins

For $x\ge0$ and $n\ge2ex$, show that
$$\frac{x^n}{n!}\le2^{-n}.$$

**Solution.** The number $n^n/n!$ is one term of the positive series for $e^n$, so
$$\frac{(2ex)^n}{n!}\le\frac{n^n}{n!}\le e^n.$$
Divide by $(2e)^n$. Lean's `calc` block is this chain, multiplied out.

```lean
/-- If `x ≥ 0` and `n ≥ 2 e x`, then `x ^ n / n!` is at most `2 ^ (-n)`. -/
theorem cutoff_bound (x : ℝ) (hx : 0 ≤ x) (n : ℕ) (hn : 2 * Real.exp 1 * x ≤ n) :
    x ^ n / (n.factorial : ℝ) ≤ (1 / 2) ^ n := by
  -- compare with `n ^ n / n! ≤ e ^ n`
  have h2 : Real.exp 1 ^ n * (2 ^ n * (x ^ n / (n.factorial : ℝ))) ≤ Real.exp 1 ^ n * 1 := by
    calc Real.exp 1 ^ n * (2 ^ n * (x ^ n / (n.factorial : ℝ)))
        = (2 * Real.exp 1 * x) ^ n / (n.factorial : ℝ) := by
          rw [mul_pow, mul_pow]
          ring
      _ ≤ (n : ℝ) ^ n / (n.factorial : ℝ) := by gcongr
      _ ≤ Real.exp 1 ^ n * 1 := by
          rw [mul_one, Real.exp_one_pow]
          exact Real.pow_div_factorial_le_exp (n : ℝ) (Nat.cast_nonneg n) n
  have h3 := le_of_mul_le_mul_left h2 (by positivity)
  rw [one_div, inv_pow, ← one_div, le_div_iff₀ (by positivity), mul_comm]
  exact h3
```

## (f) The linear cutoff

For $x\ge0$ and $L+1\ge2ex$, find $p$ of degree at most $L$ with
$$|e^{ixt}-p(t)|\le2^{-(L+1)}\qquad\text{for all }t\in[-1,1].$$

**Solution.** Put $n=L+1$ in (e) and combine with (d).

With no upper limit on $x$ this fails. Take $L=0$ and $x=\pi$: the phase is $1$ at $t=0$ and $-1$ at $t=1$, so any constant misses one of them by at least $1>\tfrac12$.

```lean
/-- For `x ≥ 0` and `L + 1 ≥ 2 e x`, some polynomial of degree at most `L` reproduces the phase
`exp (i x t)` on `[-1, 1]` to within `2 ^ (-(L + 1))`. -/
theorem angular_cutoff (x : ℝ) (hx : 0 ≤ x) (L : ℕ)
    (hL : 2 * Real.exp 1 * x ≤ (L + 1 : ℕ)) :
    ∃ p : Polynomial ℂ, p.natDegree ≤ L ∧ ∀ t ∈ Set.Icc (-1 : ℝ) 1,
      ‖Complex.exp (I * ((x * t : ℝ) : ℂ)) - p.eval (t : ℂ)‖ ≤ (1 / 2) ^ (L + 1) := by
  obtain ⟨p, hp, h⟩ := angular_approximation x hx L
  exact ⟨p, hp, fun t ht => (h t ht).trans (cutoff_bound x hx (L + 1) hL)⟩
```

## (g) The whole sphere in three dimensions

For $L+1\ge2e\|K\|R$, find one $p$ of degree at most $L$ with
$$|e^{iK\cdot r}-p(K\cdot r)|\le2^{-(L+1)}\qquad\text{whenever }\|r\|\le R.$$

**Solution.** Take $p=P_{1,L}$, so $p(K\cdot r)=T_{L+1}(K\cdot r)$. By Cauchy–Schwarz $|K\cdot r|\le\|K\|R$; apply (b), then (e) with $x=\|K\|R$.

In Lean, `EuclideanSpace ℝ (Fin 3)` is physical space and `inner ℝ K r` is $K\cdot r$.

At fixed $\|r\|$, such a polynomial contains only spherical harmonics with $l\le L$. In the linearised augmented-plane-wave (LAPW) method, a basis function with angular cutoff $L$ matches the plane wave's harmonics with $l\le L$ at the sphere's surface and drops the rest. This truncation is not $p$, but it has the smallest root-mean-square error over the surface of all combinations of harmonics with $l\le L$. Its root-mean-square error is therefore also at most $2^{-(L+1)}$; the argument does not bound its largest error. The estimate concerns a single plane wave only: it does not treat radial functions, matching coefficients or energies, and it gives a sufficient cutoff, which need not be the smallest one.

```lean
/-- Inside a muffin-tin sphere of radius `R`, a polynomial of degree at most `L` in `K · r`
reproduces the plane wave `exp (i K · r)` to within `2 ^ (-(L + 1))`, provided
`L + 1 ≥ 2 e ‖K‖ R`. -/
theorem muffin_tin_cutoff (K : EuclideanSpace ℝ (Fin 3)) (R : ℝ) (L : ℕ)
    (hL : 2 * Real.exp 1 * (‖K‖ * R) ≤ (L + 1 : ℕ)) :
    ∃ p : Polynomial ℂ, p.natDegree ≤ L ∧ ∀ r : EuclideanSpace ℝ (Fin 3), ‖r‖ ≤ R →
      ‖Complex.exp (I * ((inner ℝ K r : ℝ) : ℂ)) - p.eval ((inner ℝ K r : ℝ) : ℂ)‖
        ≤ (1 / 2) ^ (L + 1) := by
  refine ⟨phasePoly 1 L, (phasePoly_spec 1 L).1, fun r hr => ?_⟩
  have hR : 0 ≤ R := (norm_nonneg r).trans hr
  rw [(phasePoly_spec 1 L).2, one_mul]
  refine (phase_remainder_le (L + 1) _).trans
    (le_trans ?_ (cutoff_bound (‖K‖ * R) (by positivity) (L + 1) hL))
  -- the phase is at most `‖K‖ R` throughout the sphere
  have hKr : |(inner ℝ K r : ℝ)| ≤ ‖K‖ * R :=
    (abs_real_inner_le_norm K r).trans (by gcongr)
  gcongr

end

end LAPWAngularCutoff
```

```lean
#print axioms LAPWAngularCutoff.angular_cutoff
-- 'LAPWAngularCutoff.angular_cutoff' depends on axioms: [propext, Classical.choice, Quot.sound]
#print axioms LAPWAngularCutoff.muffin_tin_cutoff
-- 'LAPWAngularCutoff.muffin_tin_cutoff' depends on axioms: [propext, Classical.choice, Quot.sound]
```
